# Moriya rules: how the symmetry of a bond restricts its Dzyaloshinskii–Moriya vector

Q: Start with the conventions. What is the energy, and what is $D$?

A: A bond joins a first site with spin $u$ and a second site with spin $v$. Both are classical vectors in $\mathbb R^3$, of any length. The bond energy is $E(u,v)=u^{T}Mv$, with $M$ a real $3\times3$ exchange matrix and no extra minus sign. I number the components $0,1,2$ for $x,y,z$, as the code does. The antisymmetric part of the energy is $u^{T}(M-M^{T})v/2$, and $D$ is the vector that turns it into $D\cdot(u\times v)$:

$$D=\tfrac12\,(M_{12}-M_{21},\;M_{20}-M_{02},\;M_{01}-M_{10}).$$

In Lean a spin has type `Fin 3 → ℝ`, and $D$ is a function of the matrix, `dmVector M`.

```lean
import Mathlib

open Matrix

namespace MoriyaRules

noncomputable section

/-- The Dzyaloshinskii-Moriya vector of a bond with exchange matrix `M`, read off from the
antisymmetric part of `M`. -/
def dmVector (M : Matrix (Fin 3) (Fin 3) ℝ) : Fin 3 → ℝ :=
  ![(M 1 2 - M 2 1) / 2, (M 2 0 - M 0 2) / 2, (M 0 1 - M 1 0) / 2]
```

Q: Symmetries act on positions, but your energy contains only spins. How does a mirror get in?

A: Through its action on axial vectors. A spin transforms like $r\times p$, so a spatial orthogonal operation $O$ acts on it by $R=\det(O)\,O$. In three dimensions $\det R=(\det O)^4=1$, whether $O$ is proper or improper. That is why a rule stated for determinant 1 also serves mirrors and inversion.

```lean
/-- The matrix by which a spatial orthogonal operation `O` acts on spins, which are axial
vectors. -/
def spinMatrix (O : Matrix (Fin 3) (Fin 3) ℝ) : Matrix (Fin 3) (Fin 3) ℝ := O.det • O
```

The particular operations are the half-turn $2nn^{T}-1$ about a unit vector $n$, the reflection $1-2nn^{T}$ in the plane normal to $n$, and the rotation by an angle $\theta$ about the $z$-axis. In the code, `vecMulVec n n` is $nn^{T}$.

```lean
/-- The rotation by 180 degrees about the unit vector `n`. -/
def halfTurn (n : Fin 3 → ℝ) : Matrix (Fin 3) (Fin 3) ℝ := (2 : ℝ) • vecMulVec n n - 1

/-- The reflection in the plane with unit normal `n`. -/
def mirror (n : Fin 3 → ℝ) : Matrix (Fin 3) (Fin 3) ℝ := 1 - (2 : ℝ) • vecMulVec n n

/-- The rotation by the angle `θ` about the z-axis. -/
def zRotation (θ : ℝ) : Matrix (Fin 3) (Fin 3) ℝ :=
  !![Real.cos θ, -Real.sin θ, 0; Real.sin θ, Real.cos θ, 0; 0, 0, 1]
```

Q: You wrote $D$ down by its entries. How do I know it is the vector in $D\cdot(u\times v)$, and not that vector up to a sign or a factor of two?

A: Put $A=(M-M^{T})/2$. Since $A_{ji}=-A_{ij}$, the sum $\sum_{ij}A_{ij}u_iv_j$ collapses to

$$A_{12}(u_1v_2-u_2v_1)+A_{20}(u_2v_0-u_0v_2)+A_{01}(u_0v_1-u_1v_0),$$

which is $D\cdot(u\times v)$. Conversely, suppose some $D$ represents the antisymmetric energy for all spins. Let $e_i$ be the unit vector along axis $i$. Take $u=e_1$, $v=e_2$, so that $u\times v=e_0$, and read off $D_0=A_{12}$. The other two cyclic pairs give $D_1$ and $D_2$.

The next theorem states both directions as an "if and only if". Its left side says that the energy identity holds for all `u` and `v`; its right side is `D = dmVector M`. In the proof, `h0`, `h1` and `h2` are the energy identity at the three pairs of axes.

```lean
/-- The antisymmetric exchange energy of spins `u` and `v` is `D · (u × v)` for all spins
exactly when `D` is the Dzyaloshinskii-Moriya vector. -/
theorem eq_dmVector_iff (M : Matrix (Fin 3) (Fin 3) ℝ) (D : Fin 3 → ℝ) :
    (∀ u v : Fin 3 → ℝ, (u ⬝ᵥ ((M - Mᵀ) *ᵥ v)) / 2 = D ⬝ᵥ (u ⨯₃ v)) ↔ D = dmVector M := by
  constructor
  · intro h
    -- pairs of coordinate axes single out the components of D
    have h0 := h ![0, 1, 0] ![0, 0, 1]
    have h1 := h ![0, 0, 1] ![1, 0, 0]
    have h2 := h ![1, 0, 0] ![0, 1, 0]
    simp [cross_apply, dotProduct, mulVec, Fin.sum_univ_three] at h0 h1 h2
    ext i
    fin_cases i <;> simp [dmVector] <;> linarith
  · rintro rfl u v
    simp [dmVector, cross_apply, dotProduct, mulVec, Fin.sum_univ_three]
    ring
```

Q: Now the symmetry itself. Why should $R^{T}MR=M$ express it, and where does the transpose come from?

A: If the operation keeps each site in place, the spins become $Ru$ and $Rv$. Invariance of the energy for all spins reads $u^{T}R^{T}MRv=u^{T}Mv$, hence $R^{T}MR=M$. If it exchanges the sites, the first site now carries $Rv$ and the second $Ru$. Invariance then reads $(Rv)^{T}M(Ru)=u^{T}Mv$. The left side is a number, equal to its own transpose $u^{T}R^{T}M^{T}Rv$, so $R^{T}M^{T}R=M$, and transposing gives $R^{T}MR=M^{T}$.

Q: And how does $D$ respond to $M\mapsto R^{T}MR$?

A: Write $D(M)$ for the vector belonging to $M$. The antisymmetric energy of $R^{T}MR$ at $(u,v)$ is that of $M$ at $(Ru,Rv)$, so

$$D(R^{T}MR)\cdot(u\times v)=D(M)\cdot(Ru\times Rv).$$

The component of $Ru\times Rv$ along axis 0 is

$$\sum_{jk}R_{1j}R_{2k}(u_jv_k-u_kv_j)=\sum_{j<k}(R_{1j}R_{2k}-R_{1k}R_{2j})(u_jv_k-u_kv_j),$$

and the brackets with $R$ are, up to the signs that the cross product supplies, the cofactors of row 0. The other components follow cyclically, so $Ru\times Rv=C(u\times v)$ with $C$ the cofactor matrix of $R$. Since $u\times v$ can be any vector, $D(R^{T}MR)=C^{T}D(M)$. Multiplying by $R$ and using $RC^{T}=\det(R)\,1$ gives

$$R\,D(R^{T}MR)=\det(R)\,D(M).$$

```lean
/-- Transformation law of the Dzyaloshinskii-Moriya vector when both spins of the bond are
transformed by the same matrix `R`. -/
theorem mulVec_dmVector_congr (M R : Matrix (Fin 3) (Fin 3) ℝ) :
    R *ᵥ dmVector (Rᵀ * M * R) = R.det • dmVector M := by
  ext i
  fin_cases i <;>
    simp [dmVector, mulVec, dotProduct, Matrix.mul_apply, Fin.sum_univ_three,
      det_fin_three] <;> ring
```

Q: That Lean proof is far shorter than yours. What is doing the work?

A: The tactic `ring`. `fin_cases i` splits the vector equation into three components, and `simp` expands products, sums and the determinant. What remains in each component is an equation between polynomials in the nine entries of $M$ and the nine of $R$, linear in the first and cubic in the second. `ring` proves such an equation by bringing both sides to a common normal form, using only the laws of a commutative ring. It never looks at cofactors.

It also uses no assumption about $R$. With $R$ on the left, no inverse occurs, and the identity holds for singular matrices too.

Q: You still need the effect of the transpose.

A: Swapping $M_{ij}$ and $M_{ji}$ changes the sign of each entry of $D$. Physically, naming the sites in the other order reverses $u\times v$, so the sign of $D$ means nothing until the bond has a direction.

```lean
/-- Exchanging the two sites of the bond reverses the Dzyaloshinskii-Moriya vector. -/
theorem dmVector_transpose (M : Matrix (Fin 3) (Fin 3) ℝ) :
    dmVector Mᵀ = -dmVector M := by
  ext i
  fin_cases i <;> simp [dmVector] <;> ring
```

Q: Then the rules should be two lines.

A: They are. Let $\det R=1$, so that $R\,D(R^{T}MR)=D(M)$. If $R^{T}MR=M$, this says $RD=D$. If $R^{T}MR=M^{T}$, the left side is $R(-D)$, so $RD=-D$. In the proof, `key` is the transformation law with the determinant set to 1, and each branch rewrites it with the symmetry hypothesis `h`.

```lean
/-- Moriya rules: let `R`, of determinant 1, act on the spins. If it leaves the exchange matrix
unchanged, it fixes `D`; if it does so up to an exchange of the sites, it reverses `D`. -/
theorem moriya_rules (M R : Matrix (Fin 3) (Fin 3) ℝ) (hdet : R.det = 1) :
    (Rᵀ * M * R = M → R *ᵥ dmVector M = dmVector M) ∧
    (Rᵀ * M * R = Mᵀ → R *ᵥ dmVector M = -dmVector M) := by
  have key := mulVec_dmVector_congr M R
  rw [hdet, one_smul] at key
  constructor
  · intro h
    rwa [h] at key
  · intro h
    rw [h, dmVector_transpose, mulVec_neg] at key
    exact neg_eq_iff_eq_neg.mp key
```

Q: I see no hypothesis that $R$ is orthogonal. Is this still about rotations?

A: It includes them. Orthogonality is never used, so the theorem asks only for `R.det = 1`, which every proper rotation satisfies. The physics enters when you choose $R$ as the spin action of an actual symmetry operation.

Q: In practice I look at a bond and ask about axes and mirrors. Do I get those statements?

A: Yes. Take a twofold axis along a unit vector $n$. The half-turn sends $D$ to $2(n\cdot D)n-D$. If the sites stay, this equals $D$, so $D=(n\cdot D)n$ and $D$ lies along the axis. If they are exchanged, it equals $-D$, so $2(n\cdot D)n=0$; the scalar product with $n$ gives $n\cdot D=0$.

In the code, `hd` is the determinant and `act` the formula for the half-turn. The tactic `linear_combination` takes a weighted sum of known equations and lets `ring` confirm that it yields the goal. In the second branch the weights $n_i/2$ are that scalar product with $n$.

```lean
/-- Let the half-turn about the unit vector `n` be a symmetry of the bond. If it keeps the sites,
`D` lies along the axis; if it exchanges them, `D` is perpendicular to the axis. -/
theorem twofold_axis_rules (M : Matrix (Fin 3) (Fin 3) ℝ) (n : Fin 3 → ℝ)
    (hn : n ⬝ᵥ n = 1) :
    ((halfTurn n)ᵀ * M * halfTurn n = M → dmVector M = (n ⬝ᵥ dmVector M) • n) ∧
    ((halfTurn n)ᵀ * M * halfTurn n = Mᵀ → n ⬝ᵥ dmVector M = 0) := by
  have hn' : n 0 * n 0 + n 1 * n 1 + n 2 * n 2 = 1 := by
    rw [← hn, dotProduct, Fin.sum_univ_three]
  have hd : (halfTurn n).det = 1 := by
    simp [halfTurn, det_fin_three, vecMulVec_apply]
    linear_combination 2 * hn'
  have act : ∀ D : Fin 3 → ℝ, halfTurn n *ᵥ D = (2 * (n ⬝ᵥ D)) • n - D := by
    intro D
    ext i
    fin_cases i <;>
      simp [halfTurn, mulVec, dotProduct, Fin.sum_univ_three, vecMulVec_apply,
        Matrix.one_apply] <;> ring
  constructor
  · intro h
    have e := (moriya_rules M _ hd).1 h
    rw [act] at e
    ext i
    have ei := congrFun e i
    simp only [Pi.sub_apply, Pi.smul_apply, smul_eq_mul] at ei ⊢
    linear_combination -(1 / 2) * ei
  · intro h
    have e := (moriya_rules M _ hd).2 h
    rw [act] at e
    have ei := fun i => congrFun e i
    simp only [Pi.sub_apply, Pi.smul_apply, Pi.neg_apply, smul_eq_mul] at ei
    -- project the vector equation on the axis
    linear_combination (n 0 / 2) * ei 0 + (n 1 / 2) * ei 1 + (n 2 / 2) * ei 2
      - (n ⬝ᵥ dmVector M) * hn'
```

For a mirror, $\det(1-2nn^{T})=-1$, so spins transform by $2nn^{T}-1$, the half-turn about the normal. The previous result then applies unchanged: $D$ is perpendicular to a mirror that keeps the sites, and lies in a mirror that exchanges them.

```lean
/-- Let the reflection in the plane with unit normal `n` be a symmetry of the bond. If it keeps the
sites, `D` is perpendicular to the plane; if it exchanges them, `D` lies in the plane. -/
theorem mirror_plane_rules (M : Matrix (Fin 3) (Fin 3) ℝ) (n : Fin 3 → ℝ)
    (hn : n ⬝ᵥ n = 1) :
    ((spinMatrix (mirror n))ᵀ * M * spinMatrix (mirror n) = M →
      dmVector M = (n ⬝ᵥ dmVector M) • n) ∧
    ((spinMatrix (mirror n))ᵀ * M * spinMatrix (mirror n) = Mᵀ →
      n ⬝ᵥ dmVector M = 0) := by
  have hn' : n 0 * n 0 + n 1 * n 1 + n 2 * n 2 = 1 := by
    rw [← hn, dotProduct, Fin.sum_univ_three]
  have hd : (mirror n).det = -1 := by
    simp [mirror, det_fin_three, vecMulVec_apply]
    linear_combination -2 * hn'
  -- on axial vectors a reflection acts as a half-turn about its normal
  have hs : spinMatrix (mirror n) = halfTurn n := by
    rw [spinMatrix, hd, neg_smul, one_smul, mirror, halfTurn, neg_sub]
  rw [hs]
  exact twofold_axis_rules M n hn
```

Q: Try the smallest case, $R=1$.

A: With the sites kept, $D=D$ says nothing, as it should. With the sites exchanged, $D=-D$, so $D=0$. This second case is an inversion centre at the middle of the bond: inversion is $-1$, its determinant is $-1$, and the product leaves every spin alone. The hypothesis reduces to $M=M^{T}$.

```lean
/-- If spatial inversion exchanges the two sites and is a symmetry of the bond, the
Dzyaloshinskii-Moriya vector vanishes. -/
theorem inversion_centre_rule (M : Matrix (Fin 3) (Fin 3) ℝ)
    (h : (spinMatrix (-1))ᵀ * M * spinMatrix (-1) = Mᵀ) : dmVector M = 0 := by
  -- inversion leaves spins unchanged
  have hs : spinMatrix (-1) = 1 := by
    simp [spinMatrix, det_fin_three]
  rw [hs] at h
  have e := (moriya_rules M 1 Matrix.det_one).2 h
  rw [Matrix.one_mulVec] at e
  ext i
  have ei := congrFun e i
  simp only [Pi.neg_apply, Pi.zero_apply] at ei ⊢
  linarith
```

Q: And a threefold, fourfold or sixfold axis along the bond?

A: Put the $z$-axis along the bond. A rotation by $\theta$ keeps the sites, so $RD=D$ gives

$$(\cos\theta-1)D_0-\sin\theta\,D_1=0,\qquad \sin\theta\,D_0+(\cos\theta-1)D_1=0.$$

Multiply the first by $(\cos\theta-1)/2$, the second by $\sin\theta/2$, and add. The $D_1$ terms cancel, and $\sin^2\theta+\cos^2\theta=1$ leaves $(1-\cos\theta)D_0=0$. Multiplying the second by $(\cos\theta-1)/2$ and subtracting $\sin\theta/2$ times the first gives $(1-\cos\theta)D_1=0$ likewise. If $\cos\theta\neq1$, both components vanish and $D$ lies along the bond. For a full turn the factor is zero and the constraint disappears, hence the hypothesis `hθ`. The last lines of the proof use exactly these multipliers.

```lean
/-- If a rotation about the z-axis, by an angle that is not a multiple of a full turn, keeps the
sites and is a symmetry of the bond, then `D` has no x- and no y-component. -/
theorem rotation_axis_rule (M : Matrix (Fin 3) (Fin 3) ℝ) (θ : ℝ) (hθ : Real.cos θ ≠ 1)
    (h : (zRotation θ)ᵀ * M * zRotation θ = M) :
    dmVector M 0 = 0 ∧ dmVector M 1 = 0 := by
  have hsc := Real.sin_sq_add_cos_sq θ
  have hd : (zRotation θ).det = 1 := by
    simp [zRotation, det_fin_three]
    linear_combination hsc
  have e := (moriya_rules M _ hd).1 h
  generalize dmVector M = D at e ⊢
  have h0 : Real.cos θ * D 0 - Real.sin θ * D 1 = D 0 := by
    have e0 := congrFun e 0
    simp only [zRotation, mulVec, dotProduct, Fin.sum_univ_three] at e0
    simp at e0
    linarith
  have h1 : Real.sin θ * D 0 + Real.cos θ * D 1 = D 1 := by
    have e1 := congrFun e 1
    simp only [zRotation, mulVec, dotProduct, Fin.sum_univ_three] at e1
    simp at e1
    linarith
  have hc : 1 - Real.cos θ ≠ 0 := fun hz => hθ (by linarith)
  constructor
  · apply (mul_eq_zero.mp _).resolve_left hc
    linear_combination ((Real.cos θ - 1) / 2) * h0 + (Real.sin θ / 2) * h1 - (D 0 / 2) * hsc
  · apply (mul_eq_zero.mp _).resolve_left hc
    linear_combination ((Real.cos θ - 1) / 2) * h1 - (Real.sin θ / 2) * h0 - (D 1 / 2) * hsc
```

Q: Could these symmetry conditions be so strong that $D$ is always zero?

A: Some are, as the inversion centre shows, but not all. Here is an exchange matrix with $D=(0,0,2)$. The half-turn about $z$ leaves it unchanged and the half-turn about $x$ transposes it, as for a bond along $z$ with a twofold axis along it and another across its middle. The first fixes $D$ and the second reverses it.

```lean
/-- An exchange matrix with `D = (0, 0, 2)` that is unchanged by the half-turn about the z-axis
and transposed by the half-turn about the x-axis. -/
theorem moriya_rules_witness :
    let M : Matrix (Fin 3) (Fin 3) ℝ := !![1, 2, 0; -2, 1, 0; 0, 0, 3]
    let Rz : Matrix (Fin 3) (Fin 3) ℝ := !![-1, 0, 0; 0, -1, 0; 0, 0, 1]
    let Rx : Matrix (Fin 3) (Fin 3) ℝ := !![1, 0, 0; 0, -1, 0; 0, 0, -1]
    dmVector M = ![0, 0, 2] ∧ (Rz.det = 1 ∧ Rzᵀ * M * Rz = M) ∧
      (Rx.det = 1 ∧ Rxᵀ * M * Rx = Mᵀ) := by
  intro M Rz Rx
  refine ⟨?_, ⟨?_, ?_⟩, ⟨?_, ?_⟩⟩
  · ext i
    fin_cases i <;> simp [M, dmVector]
  · simp [Rz, det_fin_three]
  · ext i j
    fin_cases i <;> fin_cases j <;> simp [M, Rz, Matrix.mul_apply, Fin.sum_univ_three]
  · simp [Rx, det_fin_three]
  · ext i j
    fin_cases i <;> fin_cases j <;> simp [M, Rx, Matrix.mul_apply, Fin.sum_univ_three]

end

end MoriyaRules
```

```lean
#print axioms MoriyaRules.moriya_rules
#print axioms MoriyaRules.mirror_plane_rules
#print axioms MoriyaRules.inversion_centre_rule
#print axioms MoriyaRules.rotation_axis_rule
```

```
'MoriyaRules.moriya_rules' depends on axioms: [propext, Classical.choice, Quot.sound]
'MoriyaRules.mirror_plane_rules' depends on axioms: [propext, Classical.choice, Quot.sound]
'MoriyaRules.inversion_centre_rule' depends on axioms: [propext, Classical.choice, Quot.sound]
'MoriyaRules.rotation_axis_rule' depends on axioms: [propext, Classical.choice, Quot.sound]
```

Q: What do I still have to supply myself?

A: The geometry. No theorem contains atomic positions: you decide whether an operation is a symmetry of the whole crystal, whether it maps the bond to itself and whether it exchanges the ends, and that selects the hypothesis. Mapping the bond to itself is not enough: inversion through the midpoint does so for any two sites, but it forces $D=0$ only if the surrounding crystal shares it. The energy is also restricted to one bond and to terms bilinear in the two spins. Moriya's name is attached to a microscopic theory of this coupling through spin–orbit interaction as well. These theorems concern only the symmetry constraints; they give neither the origin nor the size of $D$.

Q: Then where would I use them?

A: In a spin simulation with such a bilinear classical energy, they tell you which components of $D$ the bond's symmetry forbids. If an exchange matrix computed from electronic structure has a forbidden component beyond numerical noise, look for an error in the matrix or for an assumed symmetry that the calculation does not have. A magnetically ordered reference state, for instance, can have less symmetry than the crystal.
